# Residuals of a Davidson iteration with bounded, coercive preconditioners tend to zero

A Davidson iteration for the lowest root of a bounded real symmetric operator $A$ produces unit vectors $x_k$ whose Ritz values $\theta_k=\langle x_k,Ax_k\rangle$ never increase. They are bounded below, so they converge, but that says nothing about whether $x_k$ approaches an eigenvector. The iteration can stall while the residual $r_k=Ax_k-\theta_kx_k$ stays bounded away from zero. The new search direction is $C_kr_k$, with $C_k$ a preconditioner, and if $C_k$ is the exact inverse $(A-\theta_k)^{-1}$ then $C_kr_k=x_k$ and the search space gains nothing. Stalling is excluded when the $C_k$ are uniformly bounded and satisfy $\langle r_k,C_kr_k\rangle\ge c\|r_k\|^2$ with a fixed $c>0$: then $r_k\to0$. For a real configuration-interaction Hamiltonian in a finite determinant basis, iterated in exact arithmetic for the lowest root, with $x_{k+1}$ the lowest Ritz vector of a subspace containing $x_k$ and $C_kr_k$, this means that a stopping test $\|r_k\|<\varepsilon$ with any fixed $\varepsilon>0$ is eventually met, provided the preconditioner obeys both conditions.

## Ritz value, residual and Rayleigh quotient

The state space is a real inner product space $E$, of any dimension and not assumed complete. Operators have the type `E →L[ℝ] E` of bounded linear maps, and $L=\|A\|$ is the operator norm. Complex Hermitian Hamiltonians are not treated separately, and unbounded ones are not covered.

```lean
import Mathlib

open scoped InnerProductSpace Topology
open Filter Finset

namespace DavidsonResidualConvergence

noncomputable section

variable {E : Type*} [NormedAddCommGroup E] [InnerProductSpace ℝ E]
```

The function `ritz` is the quadratic form $\langle x,Ax\rangle$ without normalisation. It is the energy expectation value when $\|x\|=1$; the proofs also apply it to vectors of other lengths, where it is just the quadratic form.

```lean
/-- The Ritz value `θ = ⟨x, A x⟩` of a vector `x`. -/
def ritz (A : E →L[ℝ] E) (x : E) : ℝ := ⟪x, A x⟫_ℝ
```

For a unit vector $x$ with $\theta=\langle x,Ax\rangle$, the residual is $r=Ax-\theta x$.

```lean
/-- The residual `r = A x - θ x`. -/
def resid (A : E →L[ℝ] E) (x : E) : E := A x - ritz A x • x
```

The normalised energy of a vector $y$ is $\rho(y)=\langle y,Ay\rangle/\|y\|^2$. Lean assigns it the value $0$ at $y=0$, which is why every use below carries $y\neq0$.

```lean
/-- The Rayleigh quotient `⟨y, A y⟩ / ‖y‖²`. -/
def rayleigh (A : E →L[ℝ] E) (y : E) : ℝ := ⟪y, A y⟫_ℝ / ‖y‖ ^ 2
```

Given a bound $M$ on the preconditioners and the constant $c$, the descent per step will be measured by
$$g=\frac{sc}{(1+2sML)^2},\qquad s=\frac{c}{2LM^2+1}.$$

```lean
/-- The descent constant `s c / (1 + 2 s M L)²` with step length `s = c / (2 L M² + 1)`. -/
def gain (L M c : ℝ) : ℝ :=
  c / (2 * L * M ^ 2 + 1) * c / (1 + 2 * (c / (2 * L * M ^ 2 + 1)) * M * L) ^ 2
```

## The conditions on a run

A run is a sequence $x_0,x_1,\dots$ with operators $C_0,C_1,\dots$ subject to four conditions. `unit` is normalisation. `bound`, $\|C_k\|\le M$, limits how far the preconditioner amplifies a residual, which excludes energy denominators that approach zero. `coercive` says that the correction $C_kr_k$ has a component of at least $c\|r_k\|$ along $r_k$, the direction of steepest ascent of $\rho$ at $x_k$; it is required only on the residual itself, and $C_k$ need not be symmetric. `ritz_le` says $\theta_{k+1}\le\rho(y)$ for every nonzero $y$ in $\operatorname{span}\{x_k,C_kr_k\}$, as holds when $x_{k+1}$ is the lowest Ritz vector of any subspace containing these two vectors; $x_{k+1}$ itself need not lie in the span. All four are assumed. Whether a diagonal Davidson preconditioner or an approximate Jacobi–Davidson correction satisfies `bound` and `coercive` is a separate question for each problem.

```lean
/-- A Davidson-type iteration: unit vectors `x k`, preconditioners with `‖C k‖ ≤ M` and
`⟨r, C r⟩ ≥ c ‖r‖²` on the residuals, and each new Ritz value at most every Rayleigh
quotient on the span of `x k` and `C k r k`. -/
structure DavidsonRun (A : E →L[ℝ] E) (C : ℕ → E →L[ℝ] E) (x : ℕ → E) (M c : ℝ) : Prop where
  unit : ∀ k, ‖x k‖ = 1
  bound : ∀ k, ‖C k‖ ≤ M
  coercive : ∀ k, c * ‖resid A (x k)‖ ^ 2 ≤ ⟪resid A (x k), C k (resid A (x k))⟫_ℝ
  ritz_le : ∀ k, ∀ y ∈ Submodule.span ℝ {x k, C k (resid A (x k))}, y ≠ 0 →
    ritz A (x (k + 1)) ≤ rayleigh A y
```

## Size of the quadratic form and of the residual

Cauchy–Schwarz and the definition of the operator norm give
$$|\langle y,Ay\rangle|\le\|y\|\,\|Ay\|\le L\|y\|^2,$$
and the lines of the `calc` block are these two inequalities and the final rearrangement.

```lean
/-- The quadratic form obeys `|⟨y, A y⟩| ≤ ‖A‖ ‖y‖²`. -/
theorem abs_ritz_le (A : E →L[ℝ] E) (y : E) : |ritz A y| ≤ ‖A‖ * ‖y‖ ^ 2 :=
  calc |ritz A y| ≤ ‖y‖ * ‖A y‖ := abs_real_inner_le_norm _ _
    _ ≤ ‖y‖ * (‖A‖ * ‖y‖) := mul_le_mul_of_nonneg_left (A.le_opNorm y) (norm_nonneg y)
    _ = ‖A‖ * ‖y‖ ^ 2 := by ring
```

For unit $x$, $\langle r,x\rangle=\langle Ax,x\rangle-\theta\|x\|^2=0$, and the triangle inequality gives $\|r\|\le\|Ax\|+|\theta|\le2L$. Symmetry of $A$ is not needed here. The facts `h1`, `h2`, `h3` are $\|Ax\|\le L$, $|\theta|\le L$ and the triangle inequality, which `linarith` adds.

```lean
/-- The residual of a unit vector is orthogonal to it and has norm at most `2 ‖A‖`. -/
theorem resid_facts (A : E →L[ℝ] E) {x : E} (hx : ‖x‖ = 1) :
    ⟪resid A x, x⟫_ℝ = 0 ∧ ‖resid A x‖ ≤ 2 * ‖A‖ := by
  constructor
  · unfold resid ritz
    rw [inner_sub_left, real_inner_smul_left, real_inner_self_eq_norm_sq, hx,
      real_inner_comm x (A x)]
    ring
  · have h1 := A.le_opNorm x
    have h2 := abs_ritz_le A x
    have h3 : ‖resid A x‖ ≤ ‖A x‖ + ‖ritz A x • x‖ := norm_sub_le _ _
    rw [norm_smul, Real.norm_eq_abs] at h3
    rw [hx] at h1 h2 h3
    linarith
```

## The energy along a trial direction

Take any vector $t$ and real number $s$, and put $y=x-st$. Expanding,
$$\langle y,(A-\theta)y\rangle=\langle x,(A-\theta)x\rangle-s\langle x,(A-\theta)t\rangle-s\langle t,(A-\theta)x\rangle+s^2\langle t,(A-\theta)t\rangle.$$
The first term is $\theta-\theta\|x\|^2=0$. The third contains $(A-\theta)x=r$ directly. In the second, the symmetry hypothesis `hA`, $\langle Au,v\rangle=\langle u,Av\rangle$ for all vectors $u,v$, moves $A-\theta$ onto $x$. Hence
$$\langle y,(A-\theta)y\rangle=-2s\langle r,t\rangle+s^2\langle t,(A-\theta)t\rangle.$$
In Lean the left side is written as `ritz A (x - s • t) - ritz A x * ‖x - s • t‖ ^ 2`; `h2` is the one use of symmetry, `simp only` expands the bilinear form and `ring` collects terms.

```lean
/-- For symmetric `A`, unit `x` and `y = x - s t`,
`⟨y, (A - θ) y⟩ = -2 s ⟨r, t⟩ + s² ⟨t, (A - θ) t⟩`. -/
theorem shifted_form (A : E →L[ℝ] E) (hA : ∀ u v, ⟪A u, v⟫_ℝ = ⟪u, A v⟫_ℝ) {x : E}
    (hx : ‖x‖ = 1) (t : E) (s : ℝ) :
    ritz A (x - s • t) - ritz A x * ‖x - s • t‖ ^ 2 =
      -2 * s * ⟪resid A x, t⟫_ℝ + s ^ 2 * (ritz A t - ritz A x * ‖t‖ ^ 2) := by
  have h1 : ⟪x, x⟫_ℝ = 1 := by rw [real_inner_self_eq_norm_sq, hx]; norm_num
  have h2 : ⟪x, A t⟫_ℝ = ⟪A x, t⟫_ℝ := (hA x t).symm
  have h3 : ⟪t, A x⟫_ℝ = ⟪A x, t⟫_ℝ := real_inner_comm _ _
  have h4 : ⟪t, x⟫_ℝ = ⟪x, t⟫_ℝ := real_inner_comm _ _
  rw [← real_inner_self_eq_norm_sq (x - s • t), ← real_inner_self_eq_norm_sq t]
  simp only [resid, ritz, map_sub, map_smul, inner_sub_left, inner_sub_right,
    real_inner_smul_left, real_inner_smul_right, h1, h2, h3, h4]
  ring
```

## A definite decrease in one step

Let $t=Cr$ with $\|C\|\le M$ and $\langle r,t\rangle\ge c\|r\|^2$ for some $c>0$, so $\|t\|\le M\|r\|$ (`ht`), and let $s>0$ satisfy $2sLM^2\le c$. The two `generalize` lines turn $t$ and $r$ into plain vectors about which only the recorded facts are kept: the coercivity inequality, `ht`, the orthogonality $r\perp x$ (`horth`), the bound $\|r\|\le2L$ (`hr`) and the expansion above (`hform`).

First, $y\ne0$ (`hne`). If $y=0$, then $0=\langle r,y\rangle=-s\langle r,t\rangle$ because $r\perp x$. So $c\|r\|^2\le0$, which forces $r=0$, then $t=0$, then $x=y=0$, contradicting $\|x\|=1$.

Second, $\|y\|\le1+s\|t\|\le1+2sML$ (`hB`), using $\|r\|\le2L$.

Third, $\langle t,At\rangle\le L\|t\|^2$ and $-\theta\le L$ give $\langle t,(A-\theta)t\rangle\le2L\|t\|^2\le2LM^2\|r\|^2$ (`hq`). Inserting this in the expansion,
$$\langle y,(A-\theta)y\rangle\le-2sc\|r\|^2+s\,(2sLM^2)\|r\|^2\le-sc\|r\|^2,$$
which is `hN`: the second-order term costs at most half of the first-order gain. Dividing by $\|y\|^2$ (`h6`) and replacing $\|y\|$ by its upper bound (`h5`),
$$\rho(y)\le\theta-\frac{sc\|r\|^2}{\|y\|^2}\le\theta-\frac{sc}{(1+2sML)^2}\|r\|^2.$$

```lean
/-- One preconditioned step: for symmetric `A`, unit `x`, `‖C‖ ≤ M`, `0 < c` and `c ‖r‖² ≤ ⟨r, C
r⟩`, if `0 < s` and `2 s ‖A‖ M² ≤ c`, then `x - s C r` is nonzero and its Rayleigh quotient is at
most `θ - s c ‖r‖² / (1 + 2 s M ‖A‖)²`. -/
theorem descent (A C : E →L[ℝ] E) (hA : ∀ u v, ⟪A u, v⟫_ℝ = ⟪u, A v⟫_ℝ) {x : E}
    (hx : ‖x‖ = 1) {M c s : ℝ} (hM : ‖C‖ ≤ M) (hc : 0 < c)
    (hco : c * ‖resid A x‖ ^ 2 ≤ ⟪resid A x, C (resid A x)⟫_ℝ)
    (hs : 0 < s) (hsc : 2 * s * ‖A‖ * M ^ 2 ≤ c) :
    x - s • C (resid A x) ≠ 0 ∧ rayleigh A (x - s • C (resid A x)) ≤
      ritz A x - s * c / (1 + 2 * s * M * ‖A‖) ^ 2 * ‖resid A x‖ ^ 2 := by
  obtain ⟨horth, hr⟩ := resid_facts A hx
  have hform := shifted_form A hA hx (C (resid A x)) s
  have hM0 : 0 ≤ M := (norm_nonneg C).trans hM
  have ht : ‖C (resid A x)‖ ≤ M * ‖resid A x‖ := C.le_of_opNorm_le hM _
  generalize C (resid A x) = t at *
  generalize resid A x = r at *
  -- pairing with r shows that the trial vector does not vanish
  have hne : x - s • t ≠ 0 := by
    intro h0
    have h1 : ⟪r, x - s • t⟫_ℝ = 0 := by rw [h0, inner_zero_right]
    rw [inner_sub_right, real_inner_smul_right, horth, zero_sub, neg_eq_zero] at h1
    rw [(mul_eq_zero.1 h1).resolve_left hs.ne'] at hco
    have h2 : ‖r‖ ^ 2 = 0 :=
      le_antisymm (le_of_mul_le_mul_left (by linarith) hc) (sq_nonneg _)
    have h3 : ‖r‖ = 0 := (pow_eq_zero_iff two_ne_zero).1 h2
    rw [h3, mul_zero, norm_le_zero_iff] at ht
    rw [ht, smul_zero, sub_zero] at h0
    rw [h0, norm_zero] at hx
    exact zero_ne_one hx
  refine ⟨hne, ?_⟩
  have hn : 0 < ‖x - s • t‖ := norm_pos_iff.2 hne
  have hB : ‖x - s • t‖ ≤ 1 + 2 * s * M * ‖A‖ := by
    have h1 := norm_sub_le x (s • t)
    rw [norm_smul, Real.norm_of_nonneg hs.le, hx] at h1
    have h2 : ‖t‖ ≤ M * (2 * ‖A‖) := ht.trans (mul_le_mul_of_nonneg_left hr hM0)
    have h3 := mul_le_mul_of_nonneg_left h2 hs.le
    linarith
  -- the second-order term eats at most half of the first-order gain
  have hq : ritz A t - ritz A x * ‖t‖ ^ 2 ≤ 2 * ‖A‖ * (M * ‖r‖) ^ 2 := by
    have h1 := (abs_le.1 (abs_ritz_le A t)).2
    have h2 := (abs_le.1 (abs_ritz_le A x)).1
    rw [hx] at h2
    have h3 := mul_le_mul_of_nonneg_right h2 (sq_nonneg ‖t‖)
    have h4 := mul_le_mul_of_nonneg_left (pow_le_pow_left₀ (norm_nonneg t) ht 2) (norm_nonneg A)
    linarith
  have hN : ritz A (x - s • t) - ritz A x * ‖x - s • t‖ ^ 2 ≤ -(s * c * ‖r‖ ^ 2) := by
    have h1 := mul_le_mul_of_nonneg_left hq (sq_nonneg s)
    have h2 := mul_le_mul_of_nonneg_left hco hs.le
    have h3 := mul_le_mul_of_nonneg_right hsc (mul_nonneg hs.le (sq_nonneg ‖r‖))
    linarith
  have h5 : s * c * ‖r‖ ^ 2 / (1 + 2 * s * M * ‖A‖) ^ 2 ≤ s * c * ‖r‖ ^ 2 / ‖x - s • t‖ ^ 2 :=
    div_le_div_of_nonneg_left (by positivity) (by positivity) (pow_le_pow_left₀ hn.le hB 2)
  have h6 : rayleigh A (x - s • t) ≤ ritz A x - s * c * ‖r‖ ^ 2 / ‖x - s • t‖ ^ 2 := by
    show ritz A (x - s • t) / ‖x - s • t‖ ^ 2 ≤ _
    rw [div_le_iff₀ (by positivity), sub_mul, div_mul_cancel₀ _ (by positivity)]
    linarith
  rw [div_mul_eq_mul_div]
  linarith
```

## Telescoping the decreases

The choice $s=c/(2LM^2+1)$ is admissible for $c>0$: $s>0$ and $2sLM^2=c-s\le c$ (`hs`, `hsc`). The $+1$ keeps the denominator positive when $L=0$ or $M=0$. The step length serves only to name a trial vector; the iteration never computes it. Since $x_k-sC_kr_k$ is a nonzero element of the span, `ritz_le` gives $\theta_{k+1}\le\theta_k-g\|r_k\|^2$. Summing over $k=0,\dots,n-1$,
$$g\sum_{k<n}\|r_k\|^2\le\theta_0-\theta_n,$$
with $g$ equal to `gain ‖A‖ M c`. The proof is an induction on $n$: the case $n=0$ reads $0\le0$, and in the step `h3` is the comparison of $\theta_{n+1}$ with the trial vector.

```lean
/-- For symmetric `A`, along a Davidson run with `c > 0`, `gain · ∑_{k<n} ‖r_k‖² ≤ θ_0 - θ_n`. -/
theorem sum_resid_le {A : E →L[ℝ] E} (hA : ∀ u v, ⟪A u, v⟫_ℝ = ⟪u, A v⟫_ℝ)
    {C : ℕ → E →L[ℝ] E} {x : ℕ → E} {M c : ℝ} (h : DavidsonRun A C x M c) (hc : 0 < c) (n : ℕ) :
    gain ‖A‖ M c * ∑ k ∈ range n, ‖resid A (x k)‖ ^ 2 ≤ ritz A (x 0) - ritz A (x n) := by
  have hD : 0 < 2 * ‖A‖ * M ^ 2 + 1 := by positivity
  have hs : 0 < c / (2 * ‖A‖ * M ^ 2 + 1) := div_pos hc hD
  have hsc : 2 * (c / (2 * ‖A‖ * M ^ 2 + 1)) * ‖A‖ * M ^ 2 ≤ c := by
    have e := div_mul_cancel₀ c hD.ne'
    generalize c / (2 * ‖A‖ * M ^ 2 + 1) = s at *
    linarith
  induction n with
  | zero => simp
  | succ n ih =>
    obtain ⟨h1, h2⟩ := descent A (C n) hA (h.unit n) (h.bound n) hc (h.coercive n) hs hsc
    have h3 := h.ritz_le n _ (Submodule.sub_mem _ (Submodule.subset_span (by simp))
      (Submodule.smul_mem _ _ (Submodule.subset_span (by simp)))) h1
    rw [sum_range_succ, mul_add]
    unfold gain at *
    linarith
```

## Summable residuals

Because $c>0$, $M\ge0$ and $L\ge0$, the gain is positive (`hg`). All Ritz values lie in $[-L,L]$, so $\theta_0-\theta_n\le2L$ and
$$\sum_{k<n}\|r_k\|^2\le\frac{2L}{g}\quad\text{for all }n.$$
A series of nonnegative terms with bounded partial sums converges (`summable_of_sum_range_le`), its terms tend to zero, and taking square roots gives $\|r_k\|\to0$. The theorem states both conclusions for symmetric $A$, any run and $c>0$: `Summable` for $\sum_k\|r_k\|^2$, and `Tendsto` to `𝓝 0` for $r_k\to0$ in norm. It does not say that $\|r_k\|$ decreases monotonically, nor that $x_k$ converges.

```lean
/-- Along a Davidson run with symmetric `A` and `c > 0`, the squared residual norms are summable
and the residuals tend to zero. -/
theorem resid_tendsto_zero {A : E →L[ℝ] E} (hA : ∀ u v, ⟪A u, v⟫_ℝ = ⟪u, A v⟫_ℝ)
    {C : ℕ → E →L[ℝ] E} {x : ℕ → E} {M c : ℝ} (h : DavidsonRun A C x M c) (hc : 0 < c) :
    Summable (fun k => ‖resid A (x k)‖ ^ 2) ∧ Tendsto (fun k => resid A (x k)) atTop (𝓝 0) := by
  have hM : 0 ≤ M := (norm_nonneg _).trans (h.bound 0)
  have hg : 0 < gain ‖A‖ M c := by unfold gain; positivity
  have hsum : Summable (fun k => ‖resid A (x k)‖ ^ 2) := by
    refine summable_of_sum_range_le (c := 2 * ‖A‖ / gain ‖A‖ M c) (fun k => sq_nonneg _) ?_
    intro n
    -- all Ritz values lie in [-‖A‖, ‖A‖]
    have h0 := (abs_le.1 (abs_ritz_le A (x 0))).2
    have hn := (abs_le.1 (abs_ritz_le A (x n))).1
    rw [h.unit] at h0 hn
    have := sum_resid_le hA h hc n
    rw [le_div_iff₀ hg]
    linarith
  refine ⟨hsum, tendsto_zero_iff_norm_tendsto_zero.2 ?_⟩
  have e : ∀ k, √(‖resid A (x k)‖ ^ 2) = ‖resid A (x k)‖ := fun k => Real.sqrt_sq (norm_nonneg _)
  simpa only [e, Real.sqrt_zero] using hsum.tendsto_atTop_zero.sqrt
```

## Limit points are eigenvectors

Let $\varphi$ be a strictly increasing map on the indices and suppose $x_{\varphi(k)}\to y$. Continuity of the norm gives $\|y\|=1$. The map $x\mapsto Ax-\langle x,Ax\rangle x$ is continuous (`hcont`), so $r_{\varphi(k)}$ tends to the residual of $y$; it also tends to $0$, and uniqueness of limits gives $Ay=\langle y,Ay\rangle y$. The convergent subsequence is a hypothesis. That compactness of the unit sphere supplies one in finite dimension is an aside, which no theorem here asserts. Nothing identifies the eigenvalue as the lowest: a run started on an excited eigenvector has $r_0=0$, and the four conditions allow it to stay there.

```lean
/-- The limit `y` of any convergent subsequence of a Davidson run with symmetric `A` and `c > 0` is
a unit vector with `A y = ⟨y, A y⟩ y`. -/
theorem limit_is_eigenvector {A : E →L[ℝ] E} (hA : ∀ u v, ⟪A u, v⟫_ℝ = ⟪u, A v⟫_ℝ)
    {C : ℕ → E →L[ℝ] E} {x : ℕ → E} {M c : ℝ} (h : DavidsonRun A C x M c) (hc : 0 < c)
    {φ : ℕ → ℕ} (hφ : StrictMono φ) {y : E} (hy : Tendsto (fun k => x (φ k)) atTop (𝓝 y)) :
    ‖y‖ = 1 ∧ A y = ritz A y • y := by
  constructor
  · have h1 := hy.norm
    simp only [h.unit] at h1
    exact (tendsto_nhds_unique tendsto_const_nhds h1).symm
  · have hcont : Continuous (resid A) := by
      unfold resid ritz
      fun_prop
    exact sub_eq_zero.1 (tendsto_nhds_unique ((hcont.tendsto y).comp hy)
      ((resid_tendsto_zero hA h hc).2.comp hφ.tendsto_atTop))
```

## A run in the plane

The complex numbers serve as the real plane, and conjugation is the matrix $A=\operatorname{diag}(1,-1)$ with eigenvalues $\pm1$.

```lean
/-- The reflection `diag(1, -1)` of the plane, written as complex conjugation. -/
def reflect : ℂ →L[ℝ] ℂ := Complex.conjCLE
```

The start vector is the unit vector $x_0=(3/5,4/5)$.

```lean
/-- The plane vector `(3/5, 4/5)`. -/
def start : ℂ := ⟨3 / 5, 4 / 5⟩
```

Here $\theta_0=9/25-16/25=-7/25$ and $r_0=(3/5,-4/5)+\tfrac{7}{25}(3/5,4/5)=(96/125,-72/125)$. The lemma states the Euclidean form of the inner product, $\|x_0\|=1$ and $r_0\ne0$, the last by taking the real part of the residual.

```lean
/-- The inner product of the plane in coordinates; `start` is a unit vector with nonzero
residual for the reflection. -/
theorem plane_facts : (∀ z w : ℂ, ⟪z, w⟫_ℝ = z.re * w.re + z.im * w.im) ∧ ‖start‖ = 1 ∧
    resid reflect start ≠ 0 := by
  have hi : ∀ z w : ℂ, ⟪z, w⟫_ℝ = z.re * w.re + z.im * w.im := by
    intro z w
    rw [Complex.inner]
    simp [Complex.mul_re]
    try ring
  refine ⟨hi, (pow_eq_one_iff_of_nonneg (norm_nonneg _) two_ne_zero).1 ?_, fun h => ?_⟩
  · rw [Complex.sq_norm, Complex.normSq_apply]
    norm_num [start]
  · have h1 := congrArg Complex.re h
    unfold resid ritz at h1
    rw [hi] at h1
    norm_num [reflect, start] at h1
```

With $C_k=1$ and $M=c=1$, the sequence $x_0,i,i,\dots$ is a run that starts away from an eigenvector; $i=(0,1)$ is the ground state. Coercivity holds with equality, $\langle r,r\rangle=\|r\|^2$. For `ritz_le`, $\theta_{k+1}=-1$, and for any nonzero $y=(p,q)$ the inequality $-1\le(p^2-q^2)/(p^2+q^2)$ is equivalent to $2p^2\ge0$, the hint given to `nlinarith`.

```lean
/-- The reflection is symmetric, and `start, i, i, …` with `C = 1` is a Davidson run with
`M = c = 1`. -/
theorem davidsonRun_witness : (∀ u v, ⟪reflect u, v⟫_ℝ = ⟪u, reflect v⟫_ℝ) ∧
    DavidsonRun reflect (fun _ => ContinuousLinearMap.id ℝ ℂ)
      (fun k => if k = 0 then start else Complex.I) 1 1 := by
  obtain ⟨hi, hu, -⟩ := plane_facts
  refine ⟨fun u v => ?_, fun k => ?_, fun _ => ContinuousLinearMap.norm_id_le,
    fun k => ?_, fun k y _ hy => ?_⟩
  · rw [hi, hi]
    simp [reflect]
  · split_ifs
    · exact hu
    · exact Complex.norm_I
  · rw [ContinuousLinearMap.id_apply, real_inner_self_eq_norm_sq, one_mul]
  · have hn : 0 < ‖y‖ := norm_pos_iff.2 hy
    have h1 : ritz reflect Complex.I = -1 := by
      unfold ritz
      rw [hi]
      simp [reflect]
    have h2 : ⟪y, reflect y⟫_ℝ = y.re * y.re - y.im * y.im := by
      rw [hi]
      simp [reflect, sub_eq_add_neg]
    simp only [Nat.succ_ne_zero, if_false]
    rw [h1, rayleigh, le_div_iff₀ (by positivity), h2, Complex.sq_norm, Complex.normSq_apply]
    nlinarith [mul_self_nonneg y.re]
```

## Stagnation at $c=0$

Take the same $A$ with $C_k=0$, $M=c=0$ and $x_k=x_0$ for all $k$. The bound and coercivity conditions read $0\le0$. Every nonzero element of $\operatorname{span}\{x_0,0\}$ is $ax_0$ with a real $a\neq0$, and $\rho(ax_0)=a^2\theta_0/a^2=\theta_0$, so `ritz_le` holds with equality. The residual is the constant nonzero vector $r_0$ and does not tend to zero, so the four conditions with $c=0$ do not imply the conclusion.

```lean
/-- With `c = 0` the conclusion fails: the constant sequence `start` with `C = 0` is a Davidson
run for the reflection whose residuals do not tend to zero. -/
theorem stagnation_of_c_zero : DavidsonRun reflect (fun _ => 0) (fun _ => start) 0 0 ∧
    ¬ Tendsto (fun _ : ℕ => resid reflect start) atTop (𝓝 0) := by
  obtain ⟨-, hu, hr⟩ := plane_facts
  refine ⟨⟨fun _ => hu, fun _ => by simp, fun _ => by simp, fun k y hy hne => ?_⟩,
    fun h => hr (tendsto_nhds_unique tendsto_const_nhds h)⟩
  obtain ⟨a, b, rfl⟩ := Submodule.mem_span_pair.1 hy
  simp only [zero_apply, smul_zero, add_zero] at hne ⊢
  have ha : a ≠ 0 := fun h => hne (by rw [h, zero_smul])
  rw [rayleigh, ritz, map_smul, real_inner_smul_left, real_inner_smul_right, norm_smul, hu,
    mul_one, Real.norm_eq_abs, sq_abs, le_div_iff₀ (by positivity)]
  exact le_of_eq (by ring)

end

end DavidsonResidualConvergence
```

```lean
#print axioms DavidsonResidualConvergence.resid_tendsto_zero
#print axioms DavidsonResidualConvergence.limit_is_eigenvector
#print axioms DavidsonResidualConvergence.stagnation_of_c_zero
```

```
'DavidsonResidualConvergence.resid_tendsto_zero' depends on axioms: [propext, Classical.choice, Quot.sound]
'DavidsonResidualConvergence.limit_is_eigenvector' depends on axioms: [propext, Classical.choice, Quot.sound]
'DavidsonResidualConvergence.stagnation_of_c_zero' depends on axioms: [propext, Classical.choice, Quot.sound]
```
